# As temperature falls, the Fermi function approaches the step pointwise and in L1, but not uniformly

## One level near the chemical potential

Take a single level at energy $x>0$ above the chemical potential, at inverse temperature $b=1/(k_BT)$. Its Fermi occupation is
$$f_b(x)=\frac{1}{e^{bx}+1}.$$
If $bx=\ln 3$, the occupation is $1/4$, whereas a sharp step would leave the level empty. Doubling $b$ at fixed $x$ lowers the occupation to $1/10$. Doubling $b$ and halving $x$ leaves it at $1/4$. Cooling therefore narrows the region of disagreement without lowering its height.

## Three ways to measure the distance

Let $\theta(x)$ be $1$, $1/2$, $0$ for $x<0$, $x=0$, $x>0$. The theorem `fermi_step_convergence` says:

- for each real $x$, $f_b(x)\to\theta(x)$ as $b\to\infty$;
- for each $b>0$, the least upper bound of $|f_b-\theta|$ over all energies is $1/2$;
- for each $b>0$, $|f_b-\theta|$ is integrable over $\mathbb R$, with integral $2\ln 2/b$.

In Lean, `fermi b x` is $f_b(x)$ and `step x` is $\theta(x)$. `Tendsto … atTop` expresses the limit $b\to\infty$, and `IsLUB` the supremum. Energies are measured from a fixed chemical potential, so its own shift with temperature is not treated.

## Derivation

Multiplying numerator and denominator by $e^{bx}$ gives particle-hole symmetry:
$$f_b(-x)=\frac{1}{e^{-bx}+1}=\frac{e^{bx}}{1+e^{bx}}=1-f_b(x).$$
For $x>0$ the deviation is $f_b(x)$. For $x<0$ it is $1-f_b(x)=f_b(-x)$. Hence
$$|f_b(x)-\theta(x)|=f_b(|x|)\qquad(x\neq0),$$
and at $x=0$ the deviation vanishes, since both functions equal $1/2$.

**Pointwise limit.** Dropping the $1$ in the denominator gives $f_b(|x|)\le e^{-b|x|}$, which tends to zero for $x\ne0$. At $x=0$ there is nothing to show.

**Supremum.** For $b>0$ and $x\neq0$ we have $e^{b|x|}>1$, so the deviation is below $1/2$. As $x\to0^+$ it tends to $f_b(0)=1/2$, so no smaller bound works. The supremum is approached but never attained.

**Integral.** For $b>0$ put $F(x)=-\ln(1+e^{-bx})/b$. Then
$$F'(x)=\frac{e^{-bx}}{1+e^{-bx}}=f_b(x),$$
with $F(0)=-\ln2/b$ and $F(x)\to0$ as $x\to\infty$. Thus $\int_0^\infty f_b\,dx=\ln2/b$, and evenness of the deviation doubles this.

## The step in a calculation

A zero-temperature code with a given chemical potential fills the orbitals below it and empties those above: this is $\theta$ applied to the eigenvalues. Fermi smearing puts $f_b$ in its place.

For non-interacting electrons with a bounded, measurable spectral weight $|A(x)|\le M$, `spectral_integral_error` limits the effect of replacing $\theta$ by $f_b$:
$$\left|\int A\,(f_b-\theta)\,dx\right|\le M\int|f_b-\theta|\,dx=\frac{2M\ln2}{b}.$$
The integrand on the left is shown to be integrable; $Af_b$ and $A\theta$ separately need not be. Since $A$ is a bounded function, the discrete delta peaks of a finite system are not covered. The estimate is an upper bound, not the typical size of the error: $f_b-\theta$ is odd, so for a fixed $A$ that is continuous at the chemical potential the contributions from the two sides cancel to leading order, and the integral falls faster than $1/b$. This last remark is not proved in the Lean file.

## The Lean file

```lean
import Mathlib

open MeasureTheory Filter Topology Set

namespace FermiStepConvergence

noncomputable section

/-- The Fermi occupation at inverse temperature `b` of a level with energy `x` measured from
the chemical potential. -/
def fermi (b x : ℝ) : ℝ := 1 / (Real.exp (b * x) + 1)

/-- The step occupation: filled below the chemical potential, half filled at it, empty above. -/
def step (x : ℝ) : ℝ := if x < 0 then 1 else if x = 0 then 1 / 2 else 0

/-- Particle-hole symmetry: the occupation at `-x` equals the vacancy at `x`. -/
theorem fermi_neg (b x : ℝ) : fermi b (-x) = 1 - fermi b x := by
  unfold fermi
  rw [mul_neg, Real.exp_neg]
  have h := Real.exp_pos (b * x)
  field_simp
  ring

/-- Away from the chemical potential, the deviation of the Fermi occupation from the step is
the Fermi occupation at the distance `|x|`. -/
theorem deviation_eq (b : ℝ) {x : ℝ} (hx : x ≠ 0) :
    |fermi b x - step x| = fermi b |x| := by
  have hpos : ∀ y, 0 ≤ fermi b y := fun y => by unfold fermi; positivity
  rcases lt_or_gt_of_ne hx with h | h
  · -- below the chemical potential the deviation is the vacancy of the level
    have hs : step x = 1 := by simp [step, h]
    have h1 := hpos (-x)
    rw [fermi_neg] at h1
    rw [hs, abs_of_neg h, fermi_neg, abs_sub_comm, abs_of_nonneg h1]
  · have hs : step x = 0 := by
      unfold step
      rw [if_neg (not_lt_of_ge h.le), if_neg hx]
    rw [hs, abs_of_pos h, sub_zero, abs_of_nonneg (hpos x)]

/-- At the chemical potential the Fermi occupation and the step agree. -/
theorem deviation_zero (b : ℝ) : fermi b 0 - step 0 = 0 := by
  norm_num [fermi, step]

/-- The deviation from the step is bounded by the Boltzmann factor of the distance to the
chemical potential. -/
theorem deviation_le_exp (b x : ℝ) :
    |fermi b x - step x| ≤ Real.exp (-(b * |x|)) := by
  by_cases hx : x = 0
  · subst hx
    rw [deviation_zero, abs_zero]
    positivity
  · rw [deviation_eq b hx, Real.exp_neg, ← one_div]
    unfold fermi
    exact one_div_le_one_div_of_le (Real.exp_pos _) (by linarith)

/-- At every positive inverse temperature the deviation from the step is strictly smaller than
one half at every energy. -/
theorem deviation_lt_half {b : ℝ} (hb : 0 < b) (x : ℝ) :
    |fermi b x - step x| < 1 / 2 := by
  by_cases hx : x = 0
  · subst hx
    rw [deviation_zero, abs_zero]
    norm_num
  · rw [deviation_eq b hx]
    unfold fermi
    have h : 0 < b * |x| := mul_pos hb (abs_pos.2 hx)
    have h1 : 1 < Real.exp (b * |x|) := Real.one_lt_exp_iff.2 h
    exact one_div_lt_one_div_of_lt (by norm_num) (by linarith)

/-- The Fermi occupation integrated over all energies above the chemical potential is
`ln 2 / b`. -/
theorem integral_fermi_Ioi {b : ℝ} (hb : 0 < b) :
    ∫ x in Ioi (0 : ℝ), fermi b x = Real.log 2 / b := by
  have hb' : b ≠ 0 := hb.ne'
  -- the antiderivative is `-ln (1 + exp (-b x)) / b`
  have hder : ∀ x ∈ Ici (0 : ℝ),
      HasDerivAt (fun y => -(Real.log (1 + Real.exp (-(b * y))) / b)) (fermi b x) x := by
    intro x _
    have h1 : HasDerivAt (fun y => Real.exp (-(b * y)))
        (Real.exp (-(b * x)) * (-(b * 1))) x :=
      ((hasDerivAt_id' x).const_mul b).fun_neg.exp
    have h2 : HasDerivAt (fun y => 1 + Real.exp (-(b * y)))
        (Real.exp (-(b * x)) * (-(b * 1))) x := h1.const_add 1
    have hne : 1 + Real.exp (-(b * x)) ≠ 0 := by positivity
    refine ((h2.log hne).div_const b).fun_neg.congr_deriv ?_
    unfold fermi
    rw [Real.exp_neg]
    have h := Real.exp_pos (b * x)
    field_simp
  have hlim : Tendsto (fun y => -(Real.log (1 + Real.exp (-(b * y))) / b)) atTop (𝓝 0) := by
    have e : Tendsto (fun y : ℝ => Real.exp (-(b * y))) atTop (𝓝 0) :=
      Real.tendsto_exp_neg_atTop_nhds_zero.comp (tendsto_id.const_mul_atTop hb)
    have l := (((e.const_add 1).log (by norm_num)).div_const b).neg
    simpa using l
  rw [integral_Ioi_of_hasDerivAt_of_nonneg' hder
    (fun x _ => by unfold fermi; positivity) hlim]
  norm_num

/-- The L1 distance over all energies between the Fermi occupation and the step is
`2 ln 2 / b`. -/
theorem integral_deviation {b : ℝ} (hb : 0 < b) :
    ∫ x, |fermi b x - step x| = 2 * Real.log 2 / b := by
  have h0 : ({0}ᶜ : Set ℝ) ∈ ae (volume : Measure ℝ) :=
    compl_mem_ae_iff.2 (measure_singleton 0)
  have hae : (fun x => |fermi b x - step x|) =ᵐ[volume] fun x => fermi b |x| := by
    filter_upwards [h0] with x hx
    exact deviation_eq b (by simpa using hx)
  calc ∫ x, |fermi b x - step x| = ∫ x, fermi b |x| := integral_congr_ae hae
    _ = 2 * ∫ x in Ioi (0 : ℝ), fermi b x := integral_comp_abs (f := fermi b)
    _ = 2 * Real.log 2 / b := by rw [integral_fermi_Ioi hb]; ring

/-- The deviation of the Fermi occupation from the step is integrable over all energies. -/
theorem integrable_deviation {b : ℝ} (hb : 0 < b) :
    Integrable (fun x => |fermi b x - step x|) := by
  by_contra h
  have h1 := integral_deviation hb
  rw [integral_undef h] at h1
  have h2 : 0 < 2 * Real.log 2 / b :=
    div_pos (mul_pos two_pos (Real.log_pos one_lt_two)) hb
  linarith

/-- The Fermi occupation converges pointwise to the step as `b` tends to infinity, while at
every `b > 0` their supremum distance is `1/2` and their L1 distance is `2 ln 2 / b`. -/
theorem fermi_step_convergence :
    (∀ x, Tendsto (fun b => fermi b x) atTop (𝓝 (step x))) ∧
    ∀ b, 0 < b →
      IsLUB (range fun x => |fermi b x - step x|) (1 / 2) ∧
      Integrable (fun x => |fermi b x - step x|) ∧
      ∫ x, |fermi b x - step x| = 2 * Real.log 2 / b := by
  refine ⟨fun x => ?_, fun b hb => ⟨⟨?_, ?_⟩, integrable_deviation hb, integral_deviation hb⟩⟩
  · by_cases hx : x = 0
    · subst hx
      have h : (fun b => fermi b 0) = fun _ => step 0 :=
        funext fun b => sub_eq_zero.1 (deviation_zero b)
      rw [h]
      exact tendsto_const_nhds
    · -- the Boltzmann factor squeezes the deviation to zero
      have e : Tendsto (fun b : ℝ => Real.exp (-(b * |x|))) atTop (𝓝 0) :=
        Real.tendsto_exp_neg_atTop_nhds_zero.comp
          (tendsto_id.atTop_mul_const (abs_pos.2 hx))
      rw [tendsto_iff_norm_sub_tendsto_zero]
      exact squeeze_zero (fun b => norm_nonneg _) (fun b => deviation_le_exp b x) e
  · rintro _ ⟨x, rfl⟩
    exact (deviation_lt_half hb x).le
  · -- approaching the chemical potential from above, the deviation tends to one half
    intro c hc
    have hcont : Continuous (fermi b) := by
      unfold fermi
      exact continuous_const.div (by fun_prop) (fun x => by positivity)
    have hlim : Tendsto (fermi b) (𝓝[>] 0) (𝓝 (fermi b 0)) :=
      (hcont.tendsto 0).mono_left nhdsWithin_le_nhds
    have hhalf : fermi b 0 = 1 / 2 := by norm_num [fermi]
    rw [hhalf] at hlim
    refine le_of_tendsto hlim ?_
    filter_upwards [self_mem_nhdsWithin] with x hx
    have hx' : 0 < x := hx
    have h := hc (mem_range_self x)
    simp only [deviation_eq b hx'.ne', abs_of_pos hx'] at h
    exact h

/-- For `b > 0` and a measurable spectral weight `A` with `|A x| ≤ M`, the product of `A` and the
difference `fermi b x - step x` is integrable over all energies, and its integral is at most `M * (2
ln 2 / b)` in absolute value. -/
theorem spectral_integral_error {b M : ℝ} (hb : 0 < b) {A : ℝ → ℝ} (hA : Measurable A)
    (hM : ∀ x, |A x| ≤ M) :
    Integrable (fun x => A x * (fermi b x - step x)) ∧
    |∫ x, A x * (fermi b x - step x)| ≤ M * (2 * Real.log 2 / b) := by
  have hf : Measurable (fermi b) := by
    unfold fermi
    fun_prop
  have hs : Measurable step :=
    Measurable.ite measurableSet_Iio measurable_const
      (Measurable.ite (measurableSet_singleton 0) measurable_const measurable_const)
  have hg : Integrable (fun x => M * |fermi b x - step x|) :=
    (integrable_deviation hb).const_mul M
  have hle : ∀ x, ‖A x * (fermi b x - step x)‖ ≤ M * |fermi b x - step x| := by
    intro x
    rw [Real.norm_eq_abs, abs_mul]
    exact mul_le_mul_of_nonneg_right (hM x) (abs_nonneg _)
  refine ⟨hg.mono' (hA.mul (hf.sub hs)).aestronglyMeasurable (Eventually.of_forall hle), ?_⟩
  have h := norm_integral_le_of_norm_le hg (Eventually.of_forall hle)
  rw [integral_const_mul, integral_deviation hb, Real.norm_eq_abs] at h
  exact h

end

end FermiStepConvergence
```

```lean
#print axioms FermiStepConvergence.fermi_step_convergence
-- 'FermiStepConvergence.fermi_step_convergence' depends on axioms: [propext, Classical.choice, Quot.sound]
#print axioms FermiStepConvergence.spectral_integral_error
-- 'FermiStepConvergence.spectral_integral_error' depends on axioms: [propext, Classical.choice, Quot.sound]
```

## How the proof follows the derivation

`fermi_neg` is particle-hole symmetry. `deviation_eq` splits on the sign of $x$ and uses it on the negative side, while `deviation_zero` handles the chemical potential itself. `deviation_le_exp` and `deviation_lt_half` supply the exponential bound and the strict bound by $1/2$.

In `integral_fermi_Ioi`, `hder` checks the derivative of $F$ and `hlim` its limit at infinity; the fundamental theorem on a half-line then gives $\ln2/b$. `integral_deviation` replaces the deviation by $f_b(|x|)$, which differs from it only at the single point $0$, and applies `integral_comp_abs` to double the half-line value.

`integrable_deviation` argues by contradiction: Lean assigns the integral of a non-integrable function the value zero, but this integral has just been computed to be positive.

The main theorem gets the pointwise limit from `squeeze_zero`. For the supremum, it takes an arbitrary upper bound `c` and lets $x$ approach $0$ from above; continuity of $f_b$ then forces $1/2\le c$. Finally, `spectral_integral_error` dominates the weighted integrand by $M|f_b-\theta|$, which yields both its integrability and the estimate.
